# The Floquet multipliers of two solutions at one energy are reciprocal if the Wronskian is nonzero

Take a free particle, with units in which the Schrödinger equation reads $-f''=Ef$. For a complex number $k\neq 0$, the waves $e^{kx}$ and $e^{-kx}$ both solve it at $E=-k^2$. A translation by $a$ multiplies the first by $e^{ka}$ and the second by $e^{-ka}$. Their Wronskian is

$$e^{kx}\,(-k\,e^{-kx})-k\,e^{kx}\,e^{-kx}=-2k,$$

which does not depend on $x$. Translation, however, multiplies each term of the Wronskian by the product of the two factors. A nonzero quantity that is both unchanged and multiplied by $e^{ka}e^{-ka}$ forces that product to be 1.

The same argument works with a potential. Let $\psi$ and $\varphi$ solve $-f''+Vf=Ef$ on the real line, with $\psi(x+a)=\alpha\,\psi(x)$ and $\varphi(x+a)=\beta\,\varphi(x)$ for all $x$. If their Wronskian is nonzero at some point, then $\alpha\beta=1$. The numbers $\alpha$ and $\beta$ are the Floquet multipliers.

```lean
import Mathlib

open ComplexConjugate

namespace FloquetMultipliers

noncomputable section
```

## The equation and its Wronskian

A solution is a function $f:\mathbb R\to\mathbb C$ that is differentiable, has a differentiable derivative, and satisfies at every point

$$-f''(x)+V(x)f(x)=E f(x).$$

The units absorb $\hbar^2/2m$. In `IsSolution V E f` the potential and the energy may be complex. Continuity of $V$ is not assumed, but $f''$ must exist at every point, and this rules out a jump of $V$ wherever $f\neq0$. The theorems on multipliers below therefore do not cover piecewise constant potentials with steps, such as the Kronig–Penney model with square barriers. In the usual treatment of such potentials $f$ and $f'$ are continuous at each finite jump, so the Wronskian is constant there too. The two differentiability fields are needed because Lean's `deriv` returns zero where no derivative exists, so the equation alone would not exclude functions with kinks.

```lean
/-- A twice differentiable complex solution of the stationary Schrödinger equation
`-f'' + V f = E f` on the real line. -/
structure IsSolution (V : ℝ → ℂ) (E : ℂ) (f : ℝ → ℂ) : Prop where
  diff : Differentiable ℝ f
  diff_deriv : Differentiable ℝ (deriv f)
  eqn : ∀ x, -deriv (deriv f) x + V x * f x = E * f x
```

The Wronskian of two functions $f$ and $g$ is

$$W(x)=f(x)g'(x)-f'(x)g(x).$$

For two solutions at the same energy, a nonzero value means that they are linearly independent.

```lean
/-- The Wronskian `f g' - f' g` of two wave functions. -/
def wronskian (f g : ℝ → ℂ) (x : ℝ) : ℂ := f x * deriv g x - deriv f x * g x
```

The waves of the free example get a name of their own. Imaginary $k$ gives a plane wave, and real nonzero $k$ gives a growing or decaying exponential. Whenever $k$ has a nonzero real part, the wave is unbounded on the line: it solves the equation but is not a physical state of a free particle.

```lean
/-- The exponential wave `exp (k x)` with complex `k`. -/
def expWave (k : ℂ) (x : ℝ) : ℂ := Complex.exp (k * x)
```

## The Wronskian is constant

Differentiate $W$ by the product rule. The two terms $f'g'$ cancel:

$$W'=f'g'+fg''-f''g-f'g'=fg''-f''g.$$

The equation gives $f''=(V-E)f$ and $g''=(V-E)g$, hence

$$W'=f(V-E)g-(V-E)fg=0.$$

A function on the whole line with zero derivative everywhere is constant, so $W(x)=W(y)$ for all $x$ and $y$. In the proof, `h` records the zero derivative, and `is_const_of_deriv_eq_zero` turns it into constancy.

```lean
/-- The Wronskian of two solutions at the same energy takes the same value at all points. -/
theorem wronskian_const {V : ℝ → ℂ} {E : ℂ} {f g : ℝ → ℂ}
    (hf : IsSolution V E f) (hg : IsSolution V E g) (x y : ℝ) :
    wronskian f g x = wronskian f g y := by
  have h : ∀ z, HasDerivAt (wronskian f g) 0 z := by
    intro z
    have h1 := ((hf.diff z).hasDerivAt.fun_mul (hg.diff_deriv z).hasDerivAt).fun_sub
      ((hf.diff_deriv z).hasDerivAt.fun_mul (hg.diff z).hasDerivAt)
    refine h1.congr_deriv ?_
    -- the potential and energy terms cancel between the two equations
    linear_combination g z * hf.eqn z - f z * hg.eqn z
  exact is_const_of_deriv_eq_zero (fun z => (h z).differentiableAt) (fun z => (h z).deriv) x y
```

The proof turns on the tactic `linear_combination`. It is given a combination of known equations, here $g$ times the equation for $f$ minus $f$ times the equation for $g$. It subtracts that combination from the goal and asks the ring normaliser to confirm that nothing is left. The values $f(z)$, $f''(z)$, $V(z)$ and so on are treated as plain symbols, so this step uses no continuity of $V$. The coefficients are the ones by which one multiplies the two equations by hand to eliminate the potential. The common energy matters at this step: with energies $E_1$ for $f$ and $E_2$ for $g$, the remainder would be $(E_1-E_2)fg$.

## Translation multiplies the Wronskian by a determinant

The Wronskian contains derivatives, so one must know how these behave under translation. Suppose that a function $h$ satisfies $h(x+a)=p\,f(x)+q\,g(x)$ for all $x$, with constants $p$ and $q$. Both sides are functions of $x$, and differentiating them gives

$$h'(x+a)=p\,f'(x)+q\,g'(x).$$

In Lean, `deriv_comp_add_const` identifies the derivative of $y\mapsto h(y+a)$ at $x$ with $h'(x+a)$. The translated function is then replaced by the linear combination, which is differentiated term by term.

```lean
/-- If a translated function is a fixed linear combination of differentiable functions `f` and `g`,
its derivative is the same combination of `f'` and `g'`. -/
theorem deriv_translate {h f g : ℝ → ℂ} {a : ℝ} {p q : ℂ}
    (hf : Differentiable ℝ f) (hg : Differentiable ℝ g)
    (H : ∀ x, h (x + a) = p * f x + q * g x) (x : ℝ) :
    deriv h (x + a) = p * deriv f x + q * deriv g x := by
  have k : deriv (fun y => h (y + a)) x = deriv h (x + a) := deriv_comp_add_const ..
  have e : (fun y => h (y + a)) = fun y => p * f y + q * g y := funext H
  rw [← k, e]
  exact (((hf x).hasDerivAt.const_mul p).fun_add ((hg x).hasDerivAt.const_mul q)).deriv
```

Now let translation mix two solutions through a $2\times2$ monodromy matrix $M$, with indices counted from 0 as in the code:

$$f(x+a)=M_{00}f(x)+M_{01}g(x),\qquad g(x+a)=M_{10}f(x)+M_{11}g(x).$$

The derivatives mix with the same coefficients. With all functions on the right taken at $x$,

$$\begin{aligned}W(x+a)&=(M_{00}f+M_{01}g)(M_{10}f'+M_{11}g')\\&\quad-(M_{00}f'+M_{01}g')(M_{10}f+M_{11}g).\end{aligned}$$

The products $ff'$ and $gg'$ cancel, which leaves

$$W(x+a)=(M_{00}M_{11}-M_{01}M_{10})\,(fg'-f'g)=\det M\;W(x).$$

Constancy gives $W(x_0+a)=W(x_0)$. If $W(x_0)\neq0$, dividing by it yields $\det M=1$. The step `ht` is the determinant identity, and `mul_right_cancel₀ hW` is the division.

```lean
/-- If translation by `a` mixes two solutions at the same energy through a matrix `M`, and their
Wronskian is nonzero at some point, then `M` has determinant one. -/
theorem monodromy_det_eq_one {V : ℝ → ℂ} {E : ℂ} {f g : ℝ → ℂ} {a x₀ : ℝ}
    (M : Matrix (Fin 2) (Fin 2) ℂ)
    (hf : IsSolution V E f) (hg : IsSolution V E g)
    (Hf : ∀ x, f (x + a) = M 0 0 * f x + M 0 1 * g x)
    (Hg : ∀ x, g (x + a) = M 1 0 * f x + M 1 1 * g x)
    (hW : wronskian f g x₀ ≠ 0) : M.det = 1 := by
  -- translation multiplies the Wronskian by the determinant
  have ht : wronskian f g (x₀ + a) = M.det * wronskian f g x₀ := by
    unfold wronskian
    rw [deriv_translate hf.diff hg.diff Hf, deriv_translate hf.diff hg.diff Hg, Hf, Hg,
      Matrix.det_fin_two]
    ring
  -- but the Wronskian is constant
  rw [wronskian_const hf hg (x₀ + a) x₀] at ht
  apply mul_right_cancel₀ hW
  rw [one_mul]
  exact ht.symm
```

For the one-particle equation in one dimension, this gives a check on a numerical transfer matrix over one period: written in a basis of two independent solutions, its determinant should be 1 up to numerical error. The check is necessary but not sufficient: if $V$ is replaced by a constant on each step, the exact matrix that carries $(f,f')$ across a step has determinant 1, however coarse the steps are.

## The product of the multipliers

When each solution is only rescaled, the monodromy matrix is diagonal:

$$M=\begin{pmatrix}\alpha&0\\0&\beta\end{pmatrix},\qquad \alpha\beta=\det M=1.$$

In `multiplier_mul_eq_one`, the hypotheses `Hψ` and `Hφ` are the two translation rules, and `hW` is the nonzero Wronskian at one point `x₀`. Periodicity of $V$ is not a hypothesis, and $a$ may be any real number, including zero. The theorem takes the two solutions with their multipliers as given. It does not derive their existence, and even for a periodic potential two independent solutions of this kind may be missing. For $V=E=0$ and $a\neq0$ the solutions are $c+dx$, and among the nonzero ones only the constants are merely rescaled by the translation.

```lean
/-- Two solutions at the same energy with Floquet multipliers `α` and `β`, and with a
Wronskian that is nonzero at some point, satisfy `α β = 1`. -/
theorem multiplier_mul_eq_one {V : ℝ → ℂ} {E α β : ℂ} {ψ φ : ℝ → ℂ} {a x₀ : ℝ}
    (hψ : IsSolution V E ψ) (hφ : IsSolution V E φ)
    (Hψ : ∀ x, ψ (x + a) = α * ψ x) (Hφ : ∀ x, φ (x + a) = β * φ x)
    (hW : wronskian ψ φ x₀ ≠ 0) : α * β = 1 := by
  have h := monodromy_det_eq_one (a := a) !![α, 0; 0, β] hψ hφ
    (fun x => by simp [Hψ x]) (fun x => by simp [Hφ x]) hW
  simpa [Matrix.det_fin_two] using h
```

## For real $V$ and $E$, a Floquet multiplier has modulus one if the solution carries current

For real $V$ and $E$, a second solution comes from complex conjugation. Since $x$ is real, conjugation commutes with differentiation: $(\psi^*)'=(\psi')^*$.

```lean
/-- Complex conjugation commutes with differentiation along the real line. -/
theorem deriv_conj {f : ℝ → ℂ} (hf : Differentiable ℝ f) :
    deriv (fun x => conj (f x)) = fun x => conj (deriv f x) := by
  funext x
  have h : HasDerivAt (fun y => conj (f y)) (conj (deriv f x)) x := (hf x).hasDerivAt.star
  exact h.deriv
```

Conjugating the equation for $\psi$ gives

$$-(\psi^*)''+V\psi^*=E\psi^*,$$

and conjugating the translation rule gives $\psi^*(x+a)=\alpha^*\psi^*(x)$. The Wronskian of $\psi^*$ and $\psi$ is

$$\psi^*\psi'-(\psi^*)'\psi=2i\,\operatorname{Im}(\psi^*\psi'),$$

which is proportional to the probability current. If the current is nonzero at some point, the product rule for multipliers applies to this pair, and $\alpha^*\alpha=1$, that is, $|\alpha|=1$. For this one-dimensional, one-particle equation with real $V$ and $E$, a solution with a multiplier and a nonzero current therefore neither grows nor decays from cell to cell.

The proof follows the same order. `hc` shows that the conjugate wave is a solution, and `hW` obtains the nonzero Wronskian from the current by comparing imaginary parts. The last lines take norms in $\alpha^*\alpha=1$ and use $|\alpha|\geq0$. The theorem runs in one direction only: the constant wave with $V=E=0$ has multiplier 1 and carries no current.

```lean
/-- For a real potential and real energy, a solution with Floquet multiplier `α` whose
probability current, proportional to `Im (ψ* ψ')`, is nonzero at some point has `|α| = 1`. -/
theorem norm_multiplier_of_current {V : ℝ → ℝ} {E : ℝ} {α : ℂ} {ψ : ℝ → ℂ} {a x₀ : ℝ}
    (hψ : IsSolution (fun x => (V x : ℂ)) E ψ) (Hψ : ∀ x, ψ (x + a) = α * ψ x)
    (hJ : (conj (ψ x₀) * deriv ψ x₀).im ≠ 0) : ‖α‖ = 1 := by
  have d1 := deriv_conj hψ.diff
  have d2 := deriv_conj hψ.diff_deriv
  -- the conjugate wave solves the same equation
  have hc : IsSolution (fun x => (V x : ℂ)) E (fun x => conj (ψ x)) := by
    refine ⟨fun x => (hψ.diff x).hasDerivAt.star.differentiableAt, ?_, fun x => ?_⟩
    · rw [d1]
      exact fun x => (hψ.diff_deriv x).hasDerivAt.star.differentiableAt
    · rw [d1, d2]
      have h := congrArg conj (hψ.eqn x)
      simpa only [map_add, map_neg, map_mul, Complex.conj_ofReal] using h
  have hW : wronskian (fun x => conj (ψ x)) ψ x₀ ≠ 0 := by
    intro h
    apply hJ
    unfold wronskian at h
    rw [d1] at h
    have h' := congrArg Complex.im h
    simp only [Complex.sub_im, Complex.mul_im, Complex.conj_re, Complex.conj_im,
      Complex.zero_im] at h' ⊢
    linarith
  have h := multiplier_mul_eq_one (a := a) (α := conj α) hc hψ
    (fun x => by simp only [Hψ x, map_mul]) Hψ hW
  have h2 := congrArg norm h
  rw [norm_mul, Complex.norm_conj, norm_one] at h2
  nlinarith [norm_nonneg α]
```

## The free waves satisfy the hypotheses

The example from the beginning can now be checked in full. The chain rule gives $(e^{kx})'=k\,e^{kx}$.

```lean
/-- The exponential wave `exp (k x)` has derivative `k exp (k x)`. -/
theorem hasDerivAt_expWave (k : ℂ) (x : ℝ) :
    HasDerivAt (expWave k) (k * expWave k x) x := by
  have h : HasDerivAt (fun y : ℝ => k * (y : ℂ)) k x := by
    simpa using (hasDerivAt_id x).ofReal_comp.const_mul k
  exact h.cexp.congr_deriv (mul_comm _ _)
```

A second differentiation gives $-(e^{kx})''=-k^2e^{kx}$, so the wave solves the free equation at $E=-k^2$. The addition rule for exponentials gives the multiplier:

$$e^{k(x+a)}=e^{ka}\,e^{kx}.$$

Lean reads `-k ^ 2` as $-(k^2)$, in agreement with this energy.

```lean
/-- The exponential wave `exp (k x)` solves the free equation at energy `-k²`, and translation
by `a` multiplies it by `exp (k a)`. -/
theorem expWave_solution (k : ℂ) (a : ℝ) :
    IsSolution (fun _ => 0) (-k ^ 2) (expWave k) ∧
      ∀ x, expWave k (x + a) = Complex.exp (k * a) * expWave k x := by
  have d : deriv (expWave k) = fun x => k * expWave k x :=
    funext fun x => (hasDerivAt_expWave k x).deriv
  refine ⟨⟨fun x => (hasDerivAt_expWave k x).differentiableAt, ?_, fun x => ?_⟩, fun x => ?_⟩
  · rw [d]
    exact fun x => ((hasDerivAt_expWave k x).const_mul k).differentiableAt
  · rw [d, ((hasDerivAt_expWave k x).const_mul k).deriv]
    ring
  · unfold expWave
    rw [← Complex.exp_add]
    congr 1
    push_cast
    ring
```

Replacing $k$ by $-k$ leaves the energy unchanged and inverts the multiplier. With $e^{kx_0}e^{-kx_0}=1$, which is `hp` in the code, the Wronskian at $x_0$ equals $-2k$. This is nonzero exactly when $k\neq0$. All hypotheses of `multiplier_mul_eq_one` are thus met by an explicit pair.

```lean
/-- For `k ≠ 0` the waves `exp (k x)` and `exp (-k x)` solve the free equation at the same
energy, have multipliers `exp (k a)` and `exp (-k a)`, and have a nonzero Wronskian. -/
theorem multiplier_mul_eq_one_witness (k : ℂ) (hk : k ≠ 0) (a x₀ : ℝ) :
    IsSolution (fun _ => 0) (-k ^ 2) (expWave k) ∧
    IsSolution (fun _ => 0) (-k ^ 2) (expWave (-k)) ∧
    (∀ x, expWave k (x + a) = Complex.exp (k * a) * expWave k x) ∧
    (∀ x, expWave (-k) (x + a) = Complex.exp (-k * a) * expWave (-k) x) ∧
    wronskian (expWave k) (expWave (-k)) x₀ ≠ 0 := by
  have h := (expWave_solution (-k) a).1
  rw [neg_sq] at h
  refine ⟨(expWave_solution k a).1, h, (expWave_solution k a).2, (expWave_solution (-k) a).2, ?_⟩
  have hp : expWave k x₀ * expWave (-k) x₀ = 1 := by
    unfold expWave
    have h0 : k * (x₀ : ℂ) + -k * (x₀ : ℂ) = 0 := by ring
    rw [← Complex.exp_add, h0, Complex.exp_zero]
  have hw : wronskian (expWave k) (expWave (-k)) x₀ = -2 * k := by
    unfold wronskian
    rw [(hasDerivAt_expWave k x₀).deriv, (hasDerivAt_expWave (-k) x₀).deriv]
    linear_combination (-2 * k) * hp
  rw [hw]
  exact mul_ne_zero (by norm_num) hk
```

## One wave taken twice

Without a nonzero Wronskian the conclusion can fail. Let both solutions be $e^x$, at $E=-1$ and with $a=1$. Then

$$W(x)=e^x e^x-e^x e^x=0$$

for every $x$, and both multipliers equal $e$. Their product is $e^2$. Since $e\geq 1+1=2$, this product is at least 4 and so differs from 1. Lean uses the same bound, through `Real.add_one_le_exp`, after taking norms. The wave $e^x$ is unbounded and is not a physical state, but the failure does not depend on the growth: the bounded plane wave $e^{ix}$ taken twice, again with $a=1$, gives the product $e^{2i}\neq1$.

```lean
/-- The wave `exp x`, paired with itself, has zero Wronskian everywhere, and the product of
the two multipliers for translation by one differs from one. -/
theorem wronskian_condition_needed :
    IsSolution (fun _ => 0) (-1 ^ 2) (expWave 1) ∧
    (∀ x, expWave 1 (x + 1) = Complex.exp 1 * expWave 1 x) ∧
    (∀ x, wronskian (expWave 1) (expWave 1) x = 0) ∧
    Complex.exp 1 * Complex.exp 1 ≠ 1 := by
  refine ⟨(expWave_solution 1 1).1, fun x => ?_, fun x => ?_, fun h => ?_⟩
  · simpa using (expWave_solution 1 1).2 x
  · unfold wronskian
    ring
  · have h2 := congrArg norm h
    rw [norm_mul, Complex.norm_exp, Complex.one_re, norm_one] at h2
    nlinarith [Real.add_one_le_exp (1 : ℝ)]

end

end FloquetMultipliers
```

```lean
#print axioms FloquetMultipliers.multiplier_mul_eq_one
-- 'FloquetMultipliers.multiplier_mul_eq_one' depends on axioms: [propext, Classical.choice, Quot.sound]
#print axioms FloquetMultipliers.norm_multiplier_of_current
-- 'FloquetMultipliers.norm_multiplier_of_current' depends on axioms: [propext, Classical.choice, Quot.sound]
#print axioms FloquetMultipliers.wronskian_condition_needed
-- 'FloquetMultipliers.wronskian_condition_needed' depends on axioms: [propext, Classical.choice, Quot.sound]
```
